# Two product ground states of the XY ring with Jx > Jy > 0 at field 2√(Jx Jy)

To ask whether an interacting spin ring can have an unentangled ground state, I write its N spins with Pauli matrices, the last site neighbouring the first:

H = −Σᵢ(Jx XᵢXᵢ₊₁ + Jy YᵢYᵢ₊₁) − hΣᵢZᵢ

These terms don't all commute. How can a product state minimise H at h = 2√(Jx Jy), with Jx > Jy > 0?

## Every bond reaches its minimum at once

Split each site's field between its two bonds. With s = √(Jx Jy) and J = Jx+Jy, H = ΣᵢBᵢ, where

Bᵢ = −Jx XᵢXᵢ₊₁ − Jy YᵢYᵢ₊₁ − s(Zᵢ+Zᵢ₊₁)

On a bond, XX and YY anticommute with the field term, XX·YY = YY·XX = −ZZ, and (Zᵢ+Zᵢ₊₁)² = 2+2ZZ. Therefore

Bᵢ² = Jx²+Jy²−2JxJy ZZ+s²(2+2ZZ) = J²

Since Bᵢ is Hermitian,

0 ≤ Σᵢ‖(Bᵢ+J)ψ‖² = 2J(⟨ψ|H|ψ⟩+NJ‖ψ‖²)

So the energy is at least −NJ. On the product of spinors (1,t), the mixed components of Bᵢψ = −Jψ hold automatically; ↑↑ and ↓↓ require

(Jx−Jy)t² = J−2s
(J+2s)t² = Jx−Jy

Both hold for t² = r = (√Jx−√Jy)/(√Jx+√Jy), because J∓2s = (√Jx∓√Jy)².

If a and b combine the two products to zero, the all-up amplitude gives a+b = 0 and a single flip gives (a−b)√r = 0, so a = b = 0.

For Jx=4, Jy=1, N=3: h=4, r=1/3, and the energy is −15. The normalised spinors are (√3/2, ±1/2), giving −4·(3/4)−4·(1/2) = −5 per site.

Exact diagonalisation by ∏Zᵢ parity finds this energy in both sectors, as the entangled sum and difference of the products.

In Lean 4 with Mathlib:

```lean
import Mathlib

open Matrix
open scoped ComplexOrder

noncomputable section

namespace FactorisingField

/-- Amplitudes of `N` spins one-half in the `Z` basis; `0` is spin up and `1` is spin down. -/
abbrev State (N : ℕ) := (Fin N → Fin 2) → ℂ

/-- The Pauli matrix `X`. -/
def σx : Matrix (Fin 2) (Fin 2) ℂ := !![0, 1; 1, 0]

/-- The Pauli matrix `Y`. -/
def σy : Matrix (Fin 2) (Fin 2) ℂ := !![0, -Complex.I; Complex.I, 0]

/-- The Pauli matrix `Z`. -/
def σz : Matrix (Fin 2) (Fin 2) ℂ := !![1, 0; 0, -1]

/-- The one-spin operator `A` acting on site `i` of the many-spin state. -/
def site {N : ℕ} (A : Matrix (Fin 2) (Fin 2) ℂ) (i : Fin N) : Module.End ℂ (State N) where
  toFun ψ s := ∑ b, A (s i) b * ψ (Function.update s i b)
  map_add' φ ψ := by
    funext s
    simp only [Fin.sum_univ_two, Pi.add_apply]
    ring
  map_smul' c ψ := by
    funext s
    simp only [Fin.sum_univ_two, Pi.smul_apply, smul_eq_mul, RingHom.id_apply]
    ring

/-- The XY ring with couplings `Jx`, `Jy` in a transverse field `h`. -/
def ham {N : ℕ} [NeZero N] (Jx Jy h : ℝ) : Module.End ℂ (State N) :=
  -(∑ i, ((Jx : ℂ) • (site σx i * site σx (i + 1)) + (Jy : ℂ) • (site σy i * site σy (i + 1))))
    - (h : ℂ) • ∑ i, site σz i

/-- The energy operator of the bond `i j`, with the field `√(Jx Jy)` on each of its ends. -/
def bond {N : ℕ} (Jx Jy : ℝ) (i j : Fin N) : Module.End ℂ (State N) :=
  -((Jx : ℂ) • (site σx i * site σx j) + (Jy : ℂ) • (site σy i * site σy j))
    - ((√(Jx * Jy) : ℝ) : ℂ) • (site σz i + site σz j)

/-- The ratio `r = (√Jx - √Jy) / (√Jx + √Jy)`, for nonnegative couplings that are not both zero. -/
def tilt (Jx Jy : ℝ) : ℝ := (√Jx - √Jy) / (√Jx + √Jy)

/-- The uniform product state with the unnormalised spinor `(1, t)` on every site. -/
def productState {N : ℕ} (t : ℝ) : State N := fun s => ∏ k, (![1, (t : ℂ)] : Fin 2 → ℂ) (s k)

/-- On a ring of at least two sites, each site differs from its successor. -/
theorem ne_next {N : ℕ} [NeZero N] (hN : 2 ≤ N) (i : Fin N) : i ≠ i + 1 := by
  intro h
  have h0 : (1 : Fin N) = 0 := by
    have h' : i + 1 = i + 0 := by rw [add_zero]; exact h.symm
    exact add_left_cancel h'
  have h1 : 1 % N = 0 % N := congrArg Fin.val h0
  rw [Nat.mod_eq_of_lt (by omega), Nat.zero_mod] at h1
  omega

/-- Operators on different sites commute. -/
theorem site_comm {N : ℕ} {i j : Fin N} (h : i ≠ j) (A B : Matrix (Fin 2) (Fin 2) ℂ) :
    site A i * site B j = site B j * site A i := by
  refine LinearMap.ext fun ψ => funext fun s => ?_
  simp only [Module.End.mul_apply, site, LinearMap.coe_mk, AddHom.coe_mk, Fin.sum_univ_two,
    Function.update_of_ne h, Function.update_of_ne h.symm, Function.update_comm h]
  ring

/-- A Hermitian one-spin matrix gives a Hermitian operator on the many-spin space. -/
theorem site_hermitian {N : ℕ} {A : Matrix (Fin 2) (Fin 2) ℂ} (hA : A.IsHermitian)
    (i : Fin N) (φ ψ : State N) : star (site A i φ) ⬝ᵥ ψ = star φ ⬝ᵥ site A i ψ := by
  -- exchange the old and the new value of the spin at site `i`
  let e : Equiv.Perm ((Fin N → Fin 2) × Fin 2) :=
    Function.Involutive.toPerm (fun p => (Function.update p.1 i p.2, p.1 i))
      (by rintro ⟨s, b⟩; simp)
  calc star (site A i φ) ⬝ᵥ ψ
      = ∑ p : (Fin N → Fin 2) × Fin 2,
          star (A (p.1 i) p.2 * φ (Function.update p.1 i p.2)) * ψ p.1 := by
        simp only [dotProduct, Pi.star_apply, site, LinearMap.coe_mk, AddHom.coe_mk, star_sum,
          Finset.sum_mul, Fintype.sum_prod_type]
    _ = ∑ p : (Fin N → Fin 2) × Fin 2,
          star (φ p.1) * (A (p.1 i) p.2 * ψ (Function.update p.1 i p.2)) := by
        refine Fintype.sum_equiv e _ _ fun p => ?_
        change _ = star (φ (Function.update p.1 i p.2)) *
          (A (Function.update p.1 i p.2 i) (p.1 i) *
            ψ (Function.update (Function.update p.1 i p.2) i (p.1 i)))
        rw [Function.update_self, Function.update_idem, Function.update_eq_self, star_mul',
          hA.apply]
        ring
    _ = star φ ⬝ᵥ site A i ψ := by
        simp only [dotProduct, Pi.star_apply, site, LinearMap.coe_mk, AddHom.coe_mk,
          Finset.mul_sum, Fintype.sum_prod_type]

/-- For nonnegative couplings and two different sites, the bond operator squares to
`(Jx + Jy)²`. -/
theorem bond_sq {N : ℕ} {Jx Jy : ℝ} (hx : 0 ≤ Jx) (hy : 0 ≤ Jy) {i j : Fin N} (h : i ≠ j) :
    bond Jx Jy i j * bond Jx Jy i j = ((Jx : ℂ) + Jy) ^ 2 • 1 := by
  have mul : ∀ A B (k : Fin N), site A k * site B k = site (A * B) k := fun A B k => by
    refine LinearMap.ext fun ψ => funext fun s => ?_
    simp only [Module.End.mul_apply, site, LinearMap.coe_mk, AddHom.coe_mk, Fin.sum_univ_two,
      Function.update_self, Function.update_idem, Matrix.mul_apply]
    ring
  have one : ∀ k : Fin N, site 1 k = 1 := fun k => by
    refine LinearMap.ext fun ψ => funext fun s => ?_
    simp [site, Matrix.one_apply]
  have smul : ∀ (c : ℂ) A (k : Fin N), site (c • A) k = c • site A k := fun c A k => by
    refine LinearMap.ext fun ψ => funext fun s => ?_
    simp only [site, LinearMap.coe_mk, AddHom.coe_mk, LinearMap.smul_apply, Pi.smul_apply,
      Matrix.smul_apply, smul_eq_mul, Fin.sum_univ_two]
    ring
  have pair : ∀ A B, site A i * site A j * (site B i * site B j)
      = site (A * B) i * site (A * B) j := fun A B => by
    rw [← mul, ← mul]
    exact Commute.mul_mul_mul_comm (site_comm h B A).symm _ _
  have anti : ∀ A B, A * B = (-1 : ℂ) • (B * A) →
      site A i * site A j * (site B i + site B j)
        = (-1 : ℂ) • ((site B i + site B j) * (site A i * site A j)) := fun A B hAB => by
    have e : ∀ k : Fin N, site A k * site B k = (-1 : ℂ) • (site B k * site A k) := fun k => by
      rw [mul, mul, hAB, smul]
    have left : site A i * site A j * site B i
        = (-1 : ℂ) • (site B i * (site A i * site A j)) := by
      rw [mul_assoc, ← site_comm h B A, ← mul_assoc, e, smul_mul_assoc, mul_assoc]
    have right : site A i * site A j * site B j
        = (-1 : ℂ) • (site B j * (site A i * site A j)) := by
      rw [mul_assoc, e, mul_smul_comm, ← mul_assoc, site_comm h A B, mul_assoc]
    rw [mul_add, add_mul, left, right]
    module
  -- products of Pauli matrices
  have xx : σx * σx = 1 := by
    ext a b; fin_cases a <;> fin_cases b <;> simp [σx, Matrix.mul_apply, Fin.sum_univ_succ]
  have yy : σy * σy = 1 := by
    ext a b; fin_cases a <;> fin_cases b <;> simp [σy, Matrix.mul_apply, Fin.sum_univ_succ]
  have zz : σz * σz = 1 := by
    ext a b; fin_cases a <;> fin_cases b <;> simp [σz, Matrix.mul_apply, Fin.sum_univ_succ]
  have xy : σx * σy = Complex.I • σz := by
    ext a b; fin_cases a <;> fin_cases b <;>
      simp [σx, σy, σz, Matrix.mul_apply, Fin.sum_univ_succ]
  have yx : σy * σx = (-Complex.I) • σz := by
    ext a b; fin_cases a <;> fin_cases b <;>
      simp [σx, σy, σz, Matrix.mul_apply, Fin.sum_univ_succ]
  have xz : σx * σz = (-1 : ℂ) • (σz * σx) := by
    ext a b; fin_cases a <;> fin_cases b <;> simp [σx, σz, Matrix.mul_apply, Fin.sum_univ_succ]
  have yz : σy * σz = (-1 : ℂ) • (σz * σy) := by
    ext a b; fin_cases a <;> fin_cases b <;> simp [σy, σz, Matrix.mul_apply, Fin.sum_univ_succ]
  have PQ : site σx i * site σx j * (site σy i * site σy j) = -(site σz i * site σz j) := by
    rw [pair, xy, smul, smul, smul_mul_assoc, mul_smul_comm, smul_smul, Complex.I_mul_I,
      neg_one_smul]
  have QP : site σy i * site σy j * (site σx i * site σx j) = -(site σz i * site σz j) := by
    rw [pair, yx, smul, smul, smul_mul_assoc, mul_smul_comm, smul_smul, neg_mul_neg,
      Complex.I_mul_I, neg_one_smul]
  have SS : (site σz i + site σz j) * (site σz i + site σz j)
      = (2 : ℂ) • 1 + (2 : ℂ) • (site σz i * site σz j) := by
    rw [mul_add, add_mul, add_mul, mul, mul, zz, one, one, ← site_comm h σz σz]
    module
  have expand : ∀ (a b s : ℂ) (P Q S : Module.End ℂ (State N)),
      ((-a) • P + (-b) • Q + (-s) • S) * ((-a) • P + (-b) • Q + (-s) • S)
        = (a * a) • (P * P) + (b * b) • (Q * Q) + (a * b) • (P * Q + Q * P)
          + (s * s) • (S * S) + (a * s) • (P * S + S * P) + (b * s) • (Q * S + S * Q) := by
    intro a b s P Q S
    simp only [add_mul, mul_add, smul_mul_assoc, mul_smul_comm]
    module
  have hb : bond Jx Jy i j = (-(Jx : ℂ)) • (site σx i * site σx j)
      + (-(Jy : ℂ)) • (site σy i * site σy j)
      + (-((√(Jx * Jy) : ℝ) : ℂ)) • (site σz i + site σz j) := by
    refine LinearMap.ext fun ψ => funext fun s => ?_
    simp only [bond, LinearMap.sub_apply, LinearMap.neg_apply, LinearMap.add_apply,
      LinearMap.smul_apply, Pi.sub_apply, Pi.neg_apply, Pi.add_apply, Pi.smul_apply, smul_eq_mul]
    ring
  have hs : ((√(Jx * Jy) : ℝ) : ℂ) * ((√(Jx * Jy) : ℝ) : ℂ) = (Jx : ℂ) * Jy := by
    rw [← Complex.ofReal_mul, Real.mul_self_sqrt (mul_nonneg hx hy), Complex.ofReal_mul]
  rw [hb, expand, PQ, QP, SS, anti _ _ xz, anti _ _ yz, pair, pair, xx, yy, one, one, hs,
    one_mul]
  module

/-- The bond operator on two different sites is Hermitian. -/
theorem bond_hermitian {N : ℕ} (Jx Jy : ℝ) {i j : Fin N} (h : i ≠ j) (φ ψ : State N) :
    star (bond Jx Jy i j φ) ⬝ᵥ ψ = star φ ⬝ᵥ bond Jx Jy i j ψ := by
  have hx : σx.IsHermitian := Matrix.IsHermitian.ext fun a b => by
    fin_cases a <;> fin_cases b <;> simp [σx]
  have hy : σy.IsHermitian := Matrix.IsHermitian.ext fun a b => by
    fin_cases a <;> fin_cases b <;> simp [σy]
  have hz : σz.IsHermitian := Matrix.IsHermitian.ext fun a b => by
    fin_cases a <;> fin_cases b <;> simp [σz]
  have c : ∀ A (χ : State N), site A i (site A j χ) = site A j (site A i χ) :=
    fun A χ => LinearMap.congr_fun (site_comm h A A) χ
  simp only [bond, LinearMap.sub_apply, LinearMap.neg_apply, LinearMap.add_apply,
    LinearMap.smul_apply, Module.End.mul_apply, star_sub, star_neg, star_add, star_smul,
    Complex.star_def, Complex.conj_ofReal, sub_dotProduct, neg_dotProduct, add_dotProduct,
    smul_dotProduct, dotProduct_sub, dotProduct_neg, dotProduct_add, dotProduct_smul,
    site_hermitian hx, site_hermitian hy, site_hermitian hz, c]

/-- At the field `2√(Jx Jy)` the ring Hamiltonian is the sum of its bond operators. -/
theorem ham_eq_sum_bond {N : ℕ} [NeZero N] (Jx Jy : ℝ) :
    (ham Jx Jy (2 * √(Jx * Jy)) : Module.End ℂ (State N)) = ∑ i, bond Jx Jy i (i + 1) := by
  have shift : ∑ i : Fin N, site σz (i + 1) = ∑ i : Fin N, site σz i :=
    Equiv.sum_comp (Equiv.addRight (1 : Fin N)) (fun i => site σz i)
  simp only [ham, bond, Finset.sum_sub_distrib, Finset.sum_neg_distrib, ← Finset.smul_sum,
    Finset.sum_add_distrib, shift, Complex.ofReal_mul, Complex.ofReal_ofNat]
  module

/-- For nonnegative couplings, at least two sites and the field `2√(Jx Jy)`, the energy `⟨ψ|H|ψ⟩`
plus `N(Jx + Jy)` times the squared norm of `ψ`, all multiplied by `2(Jx + Jy)`, is the sum over
bonds of the squared norms of `(bond + Jx + Jy) ψ`. -/
theorem excess_energy {N : ℕ} [NeZero N] (hN : 2 ≤ N) {Jx Jy : ℝ} (hx : 0 ≤ Jx) (hy : 0 ≤ Jy)
    (ψ : State N) :
    2 * (Jx + Jy) * ((star ψ ⬝ᵥ ham Jx Jy (2 * √(Jx * Jy)) ψ).re
        + N * (Jx + Jy) * (star ψ ⬝ᵥ ψ).re)
      = ∑ i, (star (bond Jx Jy i (i + 1) ψ + ((Jx : ℂ) + Jy) • ψ) ⬝ᵥ
          (bond Jx Jy i (i + 1) ψ + ((Jx : ℂ) + Jy) • ψ)).re := by
  have hc : star ((Jx : ℂ) + Jy) = (Jx : ℂ) + Jy := by simp
  -- one bond: Hermiticity and the square of the bond operator
  have one_bond : ∀ i : Fin N, star (bond Jx Jy i (i + 1) ψ + ((Jx : ℂ) + Jy) • ψ) ⬝ᵥ
      (bond Jx Jy i (i + 1) ψ + ((Jx : ℂ) + Jy) • ψ)
      = 2 * ((Jx : ℂ) + Jy) * (star ψ ⬝ᵥ bond Jx Jy i (i + 1) ψ
          + ((Jx : ℂ) + Jy) * (star ψ ⬝ᵥ ψ)) := fun i => by
    have h2 : bond Jx Jy i (i + 1) (bond Jx Jy i (i + 1) ψ) = ((Jx : ℂ) + Jy) ^ 2 • ψ :=
      LinearMap.congr_fun (bond_sq hx hy (ne_next hN i)) ψ
    rw [star_add, star_smul, hc]
    simp only [add_dotProduct, dotProduct_add, smul_dotProduct, dotProduct_smul, smul_eq_mul,
      bond_hermitian Jx Jy (ne_next hN i), h2]
    ring
  have hsum : star ψ ⬝ᵥ ham Jx Jy (2 * √(Jx * Jy)) ψ
      = ∑ i, star ψ ⬝ᵥ bond Jx Jy i (i + 1) ψ := by
    rw [ham_eq_sum_bond, LinearMap.sum_apply]
    simp only [dotProduct, Finset.sum_apply, Finset.mul_sum]
    exact Finset.sum_comm
  have total : ∑ i, star (bond Jx Jy i (i + 1) ψ + ((Jx : ℂ) + Jy) • ψ) ⬝ᵥ
      (bond Jx Jy i (i + 1) ψ + ((Jx : ℂ) + Jy) • ψ)
      = ((2 * (Jx + Jy) : ℝ) : ℂ) * (star ψ ⬝ᵥ ham Jx Jy (2 * √(Jx * Jy)) ψ
          + ((N * (Jx + Jy) : ℝ) : ℂ) * (star ψ ⬝ᵥ ψ)) := by
    rw [Finset.sum_congr rfl fun i _ => one_bond i, ← Finset.mul_sum, Finset.sum_add_distrib,
      ← hsum, Finset.sum_const, Finset.card_univ, Fintype.card_fin, nsmul_eq_mul]
    push_cast
    ring
  rw [← Complex.re_sum, total, Complex.re_ofReal_mul, Complex.add_re, Complex.re_ofReal_mul]

/-- For positive couplings, at least two sites and the field `2√(Jx Jy)`, a state has energy
`-N(Jx + Jy)` times its squared norm exactly when every bond operator multiplies it by `-(Jx + Jy)`.
-/
theorem minimal_energy_iff {N : ℕ} [NeZero N] (hN : 2 ≤ N) {Jx Jy : ℝ} (hx : 0 < Jx)
    (hy : 0 < Jy) (ψ : State N) :
    (star ψ ⬝ᵥ ham Jx Jy (2 * √(Jx * Jy)) ψ).re = -(N * (Jx + Jy)) * (star ψ ⬝ᵥ ψ).re
      ↔ ∀ i, bond Jx Jy i (i + 1) ψ = -(((Jx : ℂ) + Jy) • ψ) := by
  have id := excess_energy hN hx.le hy.le ψ
  constructor
  · intro h i
    rw [h] at id
    have hz := id.symm.trans (by ring : _ = (0 : ℝ))
    -- a vanishing sum of squared norms has vanishing terms
    have hi := (Finset.sum_eq_zero_iff_of_nonneg (fun k _ =>
      (Complex.le_def.1 (dotProduct_star_self_nonneg _)).1)).1 hz i (Finset.mem_univ i)
    exact eq_neg_of_add_eq_zero_left (dotProduct_star_self_eq_zero.1
      (Complex.ext hi (Complex.le_def.1 (dotProduct_star_self_nonneg _)).2.symm))
  · intro h
    rw [Finset.sum_eq_zero fun i _ => by rw [h i]; simp] at id
    have h0 := (mul_eq_zero.1 id).resolve_left (by positivity)
    linarith

/-- For positive couplings and `t² = r`, the uniform product of `(1, t)` is an eigenvector of the
bond operator on any two different sites, with eigenvalue `-(Jx + Jy)`. -/
theorem bond_productState {N : ℕ} {Jx Jy t : ℝ} (hx : 0 < Jx) (hy : 0 < Jy)
    (ht : t ^ 2 = tilt Jx Jy) {i j : Fin N} (h : i ≠ j) :
    bond Jx Jy i j (productState t) = -(((Jx : ℂ) + Jy) • productState t) := by
  have hp := Real.sq_sqrt hx.le
  have hq := Real.sq_sqrt hy.le
  have hpq : √Jx + √Jy ≠ 0 := by positivity
  have ht' : t ^ 2 * (√Jx + √Jy) = √Jx - √Jy := by rw [ht, tilt, div_mul_cancel₀ _ hpq]
  have h1 : (Jx - Jy) * t ^ 2 = Jx + Jy - 2 * √(Jx * Jy) := by
    rw [Real.sqrt_mul hx.le]
    linear_combination (√Jx - √Jy) * ht' - (t ^ 2 - 1) * hp + (t ^ 2 + 1) * hq
  have h2 : (Jx + Jy + 2 * √(Jx * Jy)) * t ^ 2 = Jx - Jy := by
    rw [Real.sqrt_mul hx.le]
    linear_combination (√Jx + √Jy) * ht' - (t ^ 2 - 1) * hp - (t ^ 2 + 1) * hq
  have h1c : ((Jx : ℂ) - Jy) * (t : ℂ) ^ 2 = Jx + Jy - 2 * ((√(Jx * Jy) : ℝ) : ℂ) := by
    exact_mod_cast h1
  have h2c : ((Jx : ℂ) + Jy + 2 * ((√(Jx * Jy) : ℝ) : ℂ)) * (t : ℂ) ^ 2 = Jx - Jy := by
    exact_mod_cast h2
  -- separate the two spins of the bond from the others
  obtain ⟨u, hu0, hu1, R, hR, hRi, hRj⟩ : ∃ u : Fin 2 → ℂ, u 0 = 1 ∧ u 1 = t ∧
      ∃ R : (Fin N → Fin 2) → ℂ, (∀ s, productState t s = u (s i) * (u (s j) * R s)) ∧
        (∀ s b, R (Function.update s i b) = R s) ∧
        (∀ s b, R (Function.update s j b) = R s) := by
    refine ⟨![1, (t : ℂ)], rfl, rfl, fun s => ∏ k ∈ (Finset.univ.erase i).erase j,
      (![1, (t : ℂ)] : Fin 2 → ℂ) (s k), fun s => ?_, fun s b => ?_, fun s b => ?_⟩
    · unfold productState
      rw [← Finset.mul_prod_erase Finset.univ _ (Finset.mem_univ i),
        ← Finset.mul_prod_erase (Finset.univ.erase i) _
          (Finset.mem_erase.2 ⟨h.symm, Finset.mem_univ j⟩)]
    · refine Finset.prod_congr rfl fun k hk => ?_
      rw [Function.update_of_ne (Finset.ne_of_mem_erase (Finset.mem_of_mem_erase hk))]
    · refine Finset.prod_congr rfl fun k hk => ?_
      rw [Function.update_of_ne (Finset.ne_of_mem_erase hk)]
  have ex : σx 0 0 = 0 ∧ σx 0 1 = 1 ∧ σx 1 0 = 1 ∧ σx 1 1 = 0 := by simp [σx]
  have ey : σy 0 0 = 0 ∧ σy 0 1 = -Complex.I ∧ σy 1 0 = Complex.I ∧ σy 1 1 = 0 := by simp [σy]
  have ez : σz 0 0 = 1 ∧ σz 0 1 = 0 ∧ σz 1 0 = 0 ∧ σz 1 1 = -1 := by simp [σz]
  -- the two-spin eigenvalue equation, component by component
  have key : ∀ a b : Fin 2,
      -((Jx : ℂ) * ((σx a 0 * u 0 + σx a 1 * u 1) * (σx b 0 * u 0 + σx b 1 * u 1))
        + Jy * ((σy a 0 * u 0 + σy a 1 * u 1) * (σy b 0 * u 0 + σy b 1 * u 1)))
        - ((√(Jx * Jy) : ℝ) : ℂ) * ((σz a 0 * u 0 + σz a 1 * u 1) * u b
          + u a * (σz b 0 * u 0 + σz b 1 * u 1))
      = -(((Jx : ℂ) + Jy) * (u a * u b)) := by
    rw [Fin.forall_fin_two, Fin.forall_fin_two, Fin.forall_fin_two]
    simp only [ex, ey, ez, hu0, hu1]
    refine ⟨⟨?_, ?_⟩, ?_, ?_⟩
    · linear_combination -h1c - Jy * (t : ℂ) ^ 2 * Complex.I_sq
    · linear_combination Jy * (t : ℂ) * Complex.I_sq
    · linear_combination Jy * (t : ℂ) * Complex.I_sq
    · linear_combination h2c - Jy * Complex.I_sq
  funext s
  simp only [bond, LinearMap.sub_apply, LinearMap.neg_apply, LinearMap.add_apply,
    LinearMap.smul_apply, Module.End.mul_apply, Pi.sub_apply, Pi.neg_apply, Pi.add_apply,
    Pi.smul_apply, smul_eq_mul, site, LinearMap.coe_mk, AddHom.coe_mk, Fin.sum_univ_two, hR,
    hRi, hRj, Function.update_self, Function.update_of_ne h, Function.update_of_ne h.symm]
  linear_combination R s * key (s i) (s j)

/-- For `Jx > Jy > 0` and at least two sites, the ring in the field `2√(Jx Jy)` has energy at least
`-N(Jx + Jy)` per squared norm, and the uniform products of `(1, √r)` and `(1, -√r)` are linearly
independent eigenvectors with this eigenvalue. -/
theorem factorised_ground_states {N : ℕ} [NeZero N] (hN : 2 ≤ N) {Jx Jy : ℝ} (hy : 0 < Jy)
    (hxy : Jy < Jx) :
    (∀ ψ : State N, -(N * (Jx + Jy)) * (star ψ ⬝ᵥ ψ).re
        ≤ (star ψ ⬝ᵥ ham Jx Jy (2 * √(Jx * Jy)) ψ).re) ∧
    (∀ t : ℝ, t = √(tilt Jx Jy) ∨ t = -√(tilt Jx Jy) →
      ham Jx Jy (2 * √(Jx * Jy)) (productState t : State N)
        = (-(N * ((Jx : ℂ) + Jy))) • productState t) ∧
    LinearIndependent ℂ
      ![(productState (√(tilt Jx Jy)) : State N), productState (-√(tilt Jx Jy))] := by
  have hx : 0 < Jx := hy.trans hxy
  have hr : 0 < tilt Jx Jy :=
    div_pos (sub_pos.2 (Real.sqrt_lt_sqrt hy.le hxy)) (by positivity)
  refine ⟨fun ψ => ?_, fun t ht => ?_, ?_⟩
  · have hc : 0 < 2 * (Jx + Jy) := by positivity
    have h0 := (mul_nonneg_iff_of_pos_left hc).1 (by
      rw [excess_energy hN hx.le hy.le ψ]
      exact Finset.sum_nonneg fun i _ =>
        (Complex.le_def.1 (dotProduct_star_self_nonneg _)).1)
    linarith
  · have ht2 : t ^ 2 = tilt Jx Jy := by
      rcases ht with rfl | rfl
      · exact Real.sq_sqrt hr.le
      · rw [neg_sq]; exact Real.sq_sqrt hr.le
    rw [ham_eq_sum_bond, LinearMap.sum_apply,
      Finset.sum_congr rfl fun i _ => bond_productState hx hy ht2 (ne_next hN i),
      Finset.sum_const, Finset.card_univ, Fintype.card_fin, ← Nat.cast_smul_eq_nsmul ℂ]
    module
  · -- compare the amplitudes with no spin down and with one spin down
    have p0 : ∀ t : ℝ, (productState t : State N) (fun _ => 0) = 1 := fun t => by
      simp [productState]
    have p1 : ∀ t : ℝ, (productState t : State N)
        (Function.update (fun _ => 0) (0 : Fin N) 1) = t := fun t => by
      unfold productState
      rw [Finset.prod_eq_single (0 : Fin N)]
      · simp
      · intro k _ hk
        simp [Function.update_of_ne hk]
      · simp
    have hs : ((√(tilt Jx Jy) : ℝ) : ℂ) ≠ 0 :=
      Complex.ofReal_ne_zero.2 (Real.sqrt_pos.2 hr).ne'
    rw [LinearIndependent.pair_iff]
    intro a b hab
    have e0 := congrFun hab (fun _ => 0)
    have e1 := congrFun hab (Function.update (fun _ => 0) (0 : Fin N) 1)
    simp only [Pi.add_apply, Pi.smul_apply, smul_eq_mul, Pi.zero_apply, p0] at e0
    simp only [Pi.add_apply, Pi.smul_apply, smul_eq_mul, Pi.zero_apply, p1,
      Complex.ofReal_neg] at e1
    have ha : a * ((√(tilt Jx Jy) : ℝ) : ℂ) = 0 := by
      linear_combination (e1 + ((√(tilt Jx Jy) : ℝ) : ℂ) * e0) / 2
    have ha0 : a = 0 := (mul_eq_zero.1 ha).resolve_right hs
    exact ⟨ha0, by linear_combination e0 - ha0⟩

end FactorisingField
```

```lean
#print axioms FactorisingField.minimal_energy_iff
#print axioms FactorisingField.factorised_ground_states
```

```
'FactorisingField.minimal_energy_iff' depends on axioms: [propext, Classical.choice, Quot.sound]
'FactorisingField.factorised_ground_states' depends on axioms: [propext, Classical.choice, Quot.sound]
```

`factorised_ground_states` states the bound, both eigenvectors and their independence for finite N ≥ 2; at N=2 the pair is counted twice. `State N` holds complex amplitudes, `star ψ ⬝ᵥ ψ` is the squared norm, `productState` is unnormalised, and `tilt` is the ratio r, not an angle. Describing a real magnet by this nearest-neighbour H remains a physical assumption.

`bond_sq` does the Pauli algebra; `site_hermitian` exchanges old and new spin values in the inner product. `excess_energy` is the sum of squares, and `minimal_energy_iff` its equality case. `bond_productState` factors out the other spins, then checks four components with `linear_combination`.
